# A one-electron energy is stationary under orbital rotations exactly when its symmetric Hamiltonian commutes with the symmetrized density

## Rotated orbitals and a non-symmetric density

Let $h$ be the real symmetric matrix of a one-electron Hamiltonian in a finite orthonormal orbital basis, and let $D$ be a real one-particle density matrix, not assumed symmetric. A real antisymmetric matrix $K$, with $K^T=-K$, generates the orbital rotation $e^{sK}$, where $s$ is a real parameter. With $D$ held fixed, the energy in the rotated orbitals is

$$E(s)=\operatorname{tr}\bigl(D\,R(s)\bigr),\qquad R(s)=e^{-sK}\,h\,e^{sK}.$$

In coupled-cluster theory the left and right states differ, so the response density is in general not symmetric. The question is what orbital stationarity then demands of $D$. The answer is that $E'(0)=0$ for every antisymmetric $K$ if and only if $h$ commutes with $D+D^T$.

Orbital-optimized coupled-cluster methods make their energy functional stationary under orbital rotations. The commutator of $h$ with $D+D^T$ gives the one-electron contribution to that orbital gradient. The two-electron contribution is absent here, and in the full condition only the sum of the two has to vanish.

## From the slope to a sum of squares

The exponentials $e^{\pm sK}$ equal the identity at $s=0$ and have derivatives $\pm K$ there. The product rule gives

$$R'(0)=-Kh+hK.$$

Since the trace is cyclic, $\operatorname{tr}(DKh)=\operatorname{tr}(hDK)$, and therefore

$$E'(0)=\operatorname{tr}(DhK)-\operatorname{tr}(DKh)=\operatorname{tr}\bigl((Dh-hD)K\bigr).$$

So far no symmetry has been used. For symmetric $h$ and antisymmetric $K$, transposing $R(s)$ reverses the order of its factors and exchanges the two exponentials:

$$R(s)^T=(e^{sK})^T\,h^T\,(e^{-sK})^T=e^{-sK}\,h\,e^{sK}=R(s).$$

A matrix and its transpose have the same trace, so

$$\operatorname{tr}(D^TR)=\operatorname{tr}(R^TD)=\operatorname{tr}(RD)=\operatorname{tr}(DR).$$

At every $s$, then, $E(s)=\tfrac12\operatorname{tr}\bigl((D+D^T)R(s)\bigr)$. Applying the slope formula to $D+D^T$ gives

$$E'(0)=\tfrac12\operatorname{tr}(GK),\qquad G=(D+D^T)h-h(D+D^T).$$

If $h$ commutes with $D+D^T$, then $G=0$ and every slope vanishes. For the other direction, note that

$$G^T=h(D+D^T)-(D+D^T)h=-G,$$

so $G$ is itself an allowed generator. Choosing $K=G$ gives

$$E'(0)=\tfrac12\sum_{ij}G_{ij}G_{ji}=-\tfrac12\sum_{ij}G_{ij}^2.$$

If all slopes vanish, so does this sum of squares. Every $G_{ij}$ is then zero, and $h$ commutes with $D+D^T$.

Commutation with $D$ itself is not necessary. Take

$$D=\begin{pmatrix}1&1\\-1&0\end{pmatrix},\qquad h=\begin{pmatrix}0&0\\0&1\end{pmatrix}.$$

Here $D+D^T=\operatorname{diag}(2,0)$ commutes with $h$, but $(Dh)_{12}=1$ while $(hD)_{12}=0$. This $D$ is chosen for its algebra and is not offered as a coupled-cluster density: a left and a right state of one electron in two spin orbitals would give a matrix of rank one, whereas $\det D=1$.

## The energy and its gradient as Lean definitions

```lean
import Mathlib

open Matrix
open scoped Matrix.Norms.Operator

namespace ResponseDensityStationarity

noncomputable section

variable {n : Type*} [Fintype n] [DecidableEq n]
```

The finite type `n` labels the orbitals, and all matrices are real.

```lean
/-- The one-electron Hamiltonian `h` after the orbital transformation generated by `K`,
`exp(-sK) h exp(sK)`. -/
def rotated (h K : Matrix n n ℝ) (s : ℝ) : Matrix n n ℝ :=
  NormedSpace.exp (-(s • K)) * h * NormedSpace.exp (s • K)
```

`rotated h K s` is $R(s)$. The definition accepts any square `K`; antisymmetry enters later as the hypothesis `Kᵀ = -K`, and symmetry of the Hamiltonian as `hᵀ = h`.

```lean
/-- The energy `tr(D exp(-sK) h exp(sK))` of a response density `D`, which need not be
symmetric. -/
def energy (D h K : Matrix n n ℝ) (s : ℝ) : ℝ :=
  trace (D * rotated h K s)
```

The density `D` does not depend on `s`, and nothing ties it to cluster amplitudes, a particle number or a normalization.

```lean
/-- The commutator of the symmetrized density `D + Dᵀ` with `h`. For symmetric `h` its elements are
those of the orbital gradient with the opposite sign. -/
def orbitalGradient (D h : Matrix n n ℝ) : Matrix n n ℝ :=
  (D + Dᵀ) * h - h * (D + Dᵀ)
```

This is $G$. Its sign differs from the usual gradient: the derivative of the energy with respect to an independent parameter $K_{ij}$, $i<j$, is $-G_{ij}$, so `orbitalGradient` points downhill.

## The slope for arbitrary matrices

```lean
/-- The derivative of the transformed Hamiltonian at `s = 0` is the commutator `hK - Kh`. -/
theorem hasDerivAt_rotated (h K : Matrix n n ℝ) :
    HasDerivAt (rotated h K) (h * K - K * h) 0 := by
  have hp : HasDerivAt (fun s : ℝ => NormedSpace.exp (s • K)) K 0 := by
    have h1 := hasDerivAt_exp_smul_const K (0 : ℝ)
    simp only [zero_smul, NormedSpace.exp_zero, one_mul] at h1
    exact h1
  have hm : HasDerivAt (fun s : ℝ => NormedSpace.exp (-(s • K))) (-K) 0 := by
    have h1 := hasDerivAt_exp_smul_const (-K) (0 : ℝ)
    simp only [smul_neg, zero_smul, neg_zero, NormedSpace.exp_zero, one_mul] at h1
    exact h1
  -- product rule, with both exponentials equal to one at `s = 0`
  refine ((hm.mul_const h).fun_mul hp).congr_deriv ?_
  simp only [zero_smul, neg_zero, NormedSpace.exp_zero, mul_one, one_mul]
  noncomm_ring
```

`HasDerivAt f a x` says that `f` is differentiable at `x` with derivative `a`. The facts `hp` and `hm` are the derivatives of the two exponentials; the product rule combines them, and `noncomm_ring` rearranges the result into $hK-Kh$ without commuting any matrices.

```lean
/-- The slope of the energy at `s = 0` is `tr((Dh - hD)K)`, for any real square matrices
`D`, `h` and `K`. -/
theorem hasDerivAt_energy (D h K : Matrix n n ℝ) :
    HasDerivAt (energy D h K) (trace ((D * h - h * D) * K)) 0 := by
  let L := LinearMap.toContinuousLinearMap
    ((Matrix.traceLinearMap n ℝ ℝ).comp (LinearMap.mulLeft ℝ D))
  have key : HasDerivAt (energy D h K) (trace (D * (h * K - K * h))) 0 :=
    L.hasFDerivAt.comp_hasDerivAt (0 : ℝ) (hasDerivAt_rotated h K)
  refine key.congr_deriv ?_
  -- cyclicity of the trace moves `h` to the front
  have cyc : trace (D * K * h) = trace (h * (D * K)) := trace_mul_comm _ _
  rw [mul_sub, sub_mul, trace_sub, trace_sub, ← mul_assoc, ← mul_assoc, cyc, ← mul_assoc]
```

The map `L` is $X\mapsto\operatorname{tr}(DX)$. Being linear, it carries the derivative of the rotated Hamiltonian to that of the energy. The equation `cyc` is the cyclic step of the derivation.

## Only the symmetrized density enters

```lean
/-- For symmetric `h` and antisymmetric `K`, the energy at every `s` is half the energy
computed with the symmetrized density `D + Dᵀ`. -/
theorem energy_eq_symmetrized (D : Matrix n n ℝ) {h K : Matrix n n ℝ}
    (hh : hᵀ = h) (hK : Kᵀ = -K) (s : ℝ) :
    energy D h K s = 1 / 2 * energy (D + Dᵀ) h K s := by
  -- an orthogonal rotation keeps the Hamiltonian symmetric
  have hR : (rotated h K s)ᵀ = rotated h K s := by
    unfold rotated
    rw [transpose_mul, transpose_mul, ← Matrix.exp_transpose, ← Matrix.exp_transpose,
      transpose_neg, transpose_smul, hK, hh, smul_neg, neg_neg, mul_assoc]
  have hT : trace (Dᵀ * rotated h K s) = trace (D * rotated h K s) := by
    rw [← trace_transpose, transpose_mul, transpose_transpose, hR, trace_mul_comm]
  unfold energy
  rw [add_mul, trace_add, hT]
  ring
```

This equality holds at every `s`, not just to first order. `hR` shows that the rotated Hamiltonian remains symmetric, and `hT` that `D` and `Dᵀ` give the same energy.

```lean
/-- For symmetric `h` and antisymmetric `K`, the slope of the energy at `s = 0` is half the trace of
`orbitalGradient D h` times `K`. -/
theorem hasDerivAt_energy_gradient (D : Matrix n n ℝ) {h K : Matrix n n ℝ}
    (hh : hᵀ = h) (hK : Kᵀ = -K) :
    HasDerivAt (energy D h K) (1 / 2 * trace (orbitalGradient D h * K)) 0 := by
  have e : energy D h K = fun s => 1 / 2 * energy (D + Dᵀ) h K s :=
    funext (energy_eq_symmetrized D hh hK)
  rw [e]
  exact (hasDerivAt_energy (D + Dᵀ) h K).const_mul (1 / 2)
```

The energy function is replaced by its symmetrized form, and the general slope formula is applied to `D + Dᵀ`. This yields $\tfrac12\operatorname{tr}(GK)$.

## Rotating against the gradient

```lean
omit [DecidableEq n] in
/-- For symmetric `h` the orbital gradient is antisymmetric. -/
theorem orbitalGradient_transpose (D : Matrix n n ℝ) {h : Matrix n n ℝ} (hh : hᵀ = h) :
    (orbitalGradient D h)ᵀ = -orbitalGradient D h := by
  unfold orbitalGradient
  rw [transpose_sub, transpose_mul, transpose_mul, transpose_add, transpose_transpose, hh,
    add_comm Dᵀ D, neg_sub]
```

The transpose reverses both products in $G$ and so changes its sign. This makes $G$ admissible as a rotation generator.

```lean
/-- For symmetric `h`, taking `orbitalGradient D h` itself as the generator gives the energy a slope
at `s = 0` of minus half the sum of the squared elements of that matrix. -/
theorem hasDerivAt_energy_along_gradient (D : Matrix n n ℝ) {h : Matrix n n ℝ}
    (hh : hᵀ = h) :
    HasDerivAt (energy D h (orbitalGradient D h))
      (-(1 / 2) * ∑ i, ∑ j, orbitalGradient D h i j ^ 2) 0 := by
  have hG := orbitalGradient_transpose D hh
  have e : ∀ i j, orbitalGradient D h j i = -orbitalGradient D h i j :=
    fun i j => congrFun (congrFun hG i) j
  have ht : trace (orbitalGradient D h * orbitalGradient D h)
      = -∑ i, ∑ j, orbitalGradient D h i j ^ 2 := by
    simp only [Matrix.trace, Matrix.diag_apply, Matrix.mul_apply, ← Finset.sum_neg_distrib]
    refine Finset.sum_congr rfl fun i _ => Finset.sum_congr rfl fun j _ => ?_
    rw [e i j]
    ring
  refine (hasDerivAt_energy_gradient D hh hG).congr_deriv ?_
  rw [ht]
  ring
```

Antisymmetry, in the form `e`, turns each product $G_{ij}G_{ji}$ in the trace into $-G_{ij}^2$. The slope is therefore $-\tfrac12\sum_{ij}G_{ij}^2$.

## Stationarity and commutation

```lean
/-- Orbital stationarity: for symmetric `h` and arbitrary `D`, the energy has zero slope at
`s = 0` for every antisymmetric `K` if and only if `h` commutes with `D + Dᵀ`. -/
theorem stationary_iff_commute (D : Matrix n n ℝ) {h : Matrix n n ℝ} (hh : hᵀ = h) :
    (∀ K : Matrix n n ℝ, Kᵀ = -K → HasDerivAt (energy D h K) 0 0) ↔
      h * (D + Dᵀ) = (D + Dᵀ) * h := by
  constructor
  · intro H
    -- take `orbitalGradient D h` as the generator: a sum of squares must vanish
    have h0 := (hasDerivAt_energy_along_gradient D hh).unique
      (H _ (orbitalGradient_transpose D hh))
    have hs : ∑ i, ∑ j, orbitalGradient D h i j ^ 2 = 0 := by linarith
    have hG : orbitalGradient D h = 0 := by
      ext i j
      have hi := (Finset.sum_eq_zero_iff_of_nonneg
        (fun i _ => Finset.sum_nonneg fun j _ => sq_nonneg (orbitalGradient D h i j))).mp
        hs i (Finset.mem_univ i)
      have hij := (Finset.sum_eq_zero_iff_of_nonneg
        (fun j _ => sq_nonneg (orbitalGradient D h i j))).mp hi j (Finset.mem_univ j)
      exact pow_eq_zero_iff (two_ne_zero) |>.mp hij
    exact (sub_eq_zero.mp hG).symm
  · intro hc K hK
    have hG : orbitalGradient D h = 0 := sub_eq_zero.mpr hc.symm
    refine (hasDerivAt_energy_gradient D hh hK).congr_deriv ?_
    rw [hG, zero_mul, trace_zero, mul_zero]
```

In `HasDerivAt (energy D h K) 0 0` the first zero is the slope and the second is the point $s=0$. The theorem says that, for symmetric `h` and any `D`, this holds for all antisymmetric `K` exactly when `h` commutes with `D + Dᵀ`. It concerns first-order stationarity and does not distinguish a minimum from a maximum or a saddle point.

In the forward direction, the energy along $G$ has two derivatives at zero, one from the preceding theorem and one from the assumption. Uniqueness of the derivative makes them equal, so the sum of squares vanishes. Nonnegativity is then used twice, first for the rows and then for the entries within a row, to obtain $G=0$. In the reverse direction, commutation gives $G=0$, and the formula $\tfrac12\operatorname{tr}(GK)$ gives zero slope.

```lean
/-- For this non-symmetric 2 × 2 matrix `D` and symmetric `h`, the energy has zero slope at `s = 0`
for every antisymmetric `K`, although `D` does not commute with `h`. -/
theorem stationary_without_commuting :
    (∀ K : Matrix (Fin 2) (Fin 2) ℝ, Kᵀ = -K →
      HasDerivAt (energy !![1, 1; -1, 0] !![0, 0; 0, 1] K) 0 0) ∧
    (!![1, 1; -1, 0] : Matrix (Fin 2) (Fin 2) ℝ) * !![0, 0; 0, 1]
      ≠ !![0, 0; 0, 1] * !![1, 1; -1, 0] := by
  constructor
  · refine (stationary_iff_commute _ ?_).mpr ?_
    · ext i j
      fin_cases i <;> fin_cases j <;> simp
    · ext i j
      fin_cases i <;> fin_cases j <;> simp [Matrix.mul_apply, Fin.sum_univ_succ]
  · intro e
    have e01 := congrFun (congrFun e 0) 1
    simp [Matrix.mul_apply, Fin.sum_univ_succ] at e01

end

end ResponseDensityStationarity
```

This is the two-orbital example. The first part follows from the equivalence after an entrywise check that `h` is symmetric and commutes with the symmetrized density. The second compares the entry in row `0`, column `1`, which is $(\cdot)_{12}$ in the numbering used above.

```lean
#print axioms ResponseDensityStationarity.stationary_iff_commute
#print axioms ResponseDensityStationarity.stationary_without_commuting
```

```
'ResponseDensityStationarity.stationary_iff_commute' depends on axioms: [propext, Classical.choice, Quot.sound]
'ResponseDensityStationarity.stationary_without_commuting' depends on axioms: [propext, Classical.choice, Quot.sound]
```
